# With m projector functions, the separable terms change the degeneracy at any energy by at most m

A small ultrasoft or PAW matrix problem can be tested by diagonalizing it twice, with the separable terms switched off and then on, and counting the independent solutions at one energy l. For a fixed matrix H0 of the kinetic energy and local potential in a finite orthonormal basis, the two counts differ by at most the number of projector functions. A larger difference points to an error in assembling the matrices or in the tolerance used to group levels. Wrong strengths or charges in the separable terms cannot be found this way, since the bound holds for all their values.

## Counting solutions by rank

Let H0 be a complex n×n matrix and let the m columns of P be the projector functions. The m×m matrix D holds the nonlocal strengths, and q holds the augmentation charges, which restore the norm missing from the smooth functions. Set

H = H0 + P D Pᴴ,  S = 1 + P q Pᴴ.

Let k be the dimension of the solution space of H0 x = l x, and d that of H x = l S x. With r = rank(D − l q), the claim is

k ≤ d + r,  d ≤ k + r,  r ≤ m.

Collecting the separable terms gives

H − l S = (H0 − l 1) + P (D − l q) Pᴴ = A + W,

where A = H0 − l 1 and W is the separable term. The solutions are the null vectors of these matrices, so rank-nullity gives

k = n − rank A,  d = n − rank(A + W).

A product has at most the rank of each factor, hence rank W ≤ r. Every vector (A + W)x is the sum of Ax and Wx, so

rank(A + W) ≤ rank A + r,

which is k ≤ d + r. Writing A = (A + W) + (−W) gives likewise

rank A ≤ rank(A + W) + r,

which is d ≤ k + r.

The same argument by hand compares two parameter sets D, q and D′, q′ with common H0 and P: their solution dimensions at l differ by at most rank((D − D′) − l(q − q′)).

## The matrices and their solution space

In the code `n` and `m` are finite index types for basis and projector functions; their sizes are `Fintype.card n` and `Fintype.card m`.

```lean
import Mathlib

open Matrix

namespace SeparableSpectra

variable {n m : Type*} [Fintype n] [DecidableEq n] [Fintype m]
```

The Hamiltonian and overlap follow the formulas above. The 1 in the overlap expresses the orthonormality of the basis.

```lean
/-- The separable Hamiltonian `H0 + P D Pᴴ`; the columns of `P` are the projector functions. -/
def hamiltonian (H0 : Matrix n n ℂ) (P : Matrix n m ℂ) (D : Matrix m m ℂ) : Matrix n n ℂ :=
  H0 + P * D * Pᴴ

/-- The overlap matrix `1 + P q Pᴴ` with augmentation charges `q`. -/
def overlap (P : Matrix n m ℂ) (q : Matrix m m ℂ) : Matrix n n ℂ :=
  1 + P * q * Pᴴ
```

The solutions form a subspace, because sums and multiples of solutions are solutions.

```lean
omit [DecidableEq n] in
/-- The space of all vectors `x` with `H x = l S x`, the zero vector included. -/
def solutions (H S : Matrix n n ℂ) (l : ℂ) : Submodule ℂ (n → ℂ) where
  carrier := {x | H *ᵥ x = l • (S *ᵥ x)}
  add_mem' := by
    intro x y hx hy
    simp only [Set.mem_ofPred_eq] at *
    rw [Matrix.mulVec_add, Matrix.mulVec_add, hx, hy, smul_add]
  zero_mem' := by simp
  smul_mem' := by
    intro c x hx
    simp only [Set.mem_ofPred_eq] at *
    rw [Matrix.mulVec_smul, Matrix.mulVec_smul, hx, smul_comm]
```

Thus k is the `finrank` of `solutions H0 1 l`. Neither Hermiticity nor an invertible overlap is assumed, and l may be complex. The count is of independent eigenvectors. It equals the multiplicity of the root l when H and S are Hermitian and S is positive definite, but can be smaller otherwise. Both counts must use the same H0, so a self-consistent change of the local potential between them is not covered. The values of D and q are free, since the bound holds for all of them.

## Rank-nullity, subadditivity and the split

The first lemma identifies the solution space with the kernel of H − l S and applies rank-nullity.

```lean
omit [DecidableEq n] in
/-- The number of independent solutions of `H x = l S x` and the rank of the secular matrix
`H - l S` add up to the size of the basis. -/
theorem finrank_solutions_add_rank (H S : Matrix n n ℂ) (l : ℂ) :
    Module.finrank ℂ (solutions H S l) + (H - l • S).rank = Fintype.card n := by
  have h : solutions H S l = LinearMap.ker (H - l • S).mulVecLin := by
    ext x
    rw [LinearMap.mem_ker, Matrix.mulVecLin_apply, Matrix.sub_mulVec, Matrix.smul_mulVec,
      sub_eq_zero]
    rfl
  have hrn := (H - l • S).mulVecLin.finrank_range_add_finrank_ker
  rw [Module.finrank_fintype_fun_eq_card] at hrn
  rw [h, Matrix.rank, add_comm]
  exact hrn
```

The second places the range of A + B inside the sum of the two ranges and compares dimensions.

```lean
omit [DecidableEq n] in
/-- The rank of a sum of two matrices is at most the sum of their ranks. -/
theorem rank_add_le (A B : Matrix n n ℂ) : (A + B).rank ≤ A.rank + B.rank := by
  have h : LinearMap.range (A + B).mulVecLin
      ≤ LinearMap.range A.mulVecLin ⊔ LinearMap.range B.mulVecLin := by
    intro y hy
    obtain ⟨x, rfl⟩ := LinearMap.mem_range.mp hy
    rw [Matrix.mulVecLin_apply, Matrix.add_mulVec]
    exact Submodule.add_mem_sup (LinearMap.mem_range.mpr ⟨x, rfl⟩)
      (LinearMap.mem_range.mpr ⟨x, rfl⟩)
  exact (Submodule.finrank_mono h).trans (Submodule.finrank_add_le_finrank_add_finrank _ _)
```

The third is the splitting of H − l S; `simp only` expands the products and `abel` collects the terms.

```lean
omit [Fintype n] in
/-- The secular matrix is that of `H0` plus one separable term, whose strength is `D - l q`. -/
theorem secular_split (H0 : Matrix n n ℂ) (P : Matrix n m ℂ) (D q : Matrix m m ℂ) (l : ℂ) :
    hamiltonian H0 P D - l • overlap P q
      = (H0 - l • (1 : Matrix n n ℂ)) + P * (D - l • q) * Pᴴ := by
  simp only [hamiltonian, overlap, Matrix.mul_sub, Matrix.sub_mul, Matrix.mul_smul,
    Matrix.smul_mul, smul_add]
  abel
```

If Pᴴx = 0, both separable terms vanish on x, and the full equation reduces to that of H0.

```lean
/-- A state orthogonal to all projector functions solves the full problem at `l` exactly when
it solves the eigenvalue equation of `H0` at `l`. -/
theorem mem_solutions_iff_of_orthogonal (H0 : Matrix n n ℂ) (P : Matrix n m ℂ)
    (D q : Matrix m m ℂ) (l : ℂ) (x : n → ℂ) (hx : Pᴴ *ᵥ x = 0) :
    x ∈ solutions (hamiltonian H0 P D) (overlap P q) l ↔ H0 *ᵥ x = l • x := by
  have h : ∀ M : Matrix m m ℂ, (P * M * Pᴴ) *ᵥ x = 0 := by
    intro M
    rw [← Matrix.mulVec_mulVec, hx, Matrix.mulVec_zero]
  change (H0 + P * D * Pᴴ) *ᵥ x = l • ((1 + P * q * Pᴴ) *ᵥ x) ↔ _
  rw [Matrix.add_mulVec, Matrix.add_mulVec, h D, h q, Matrix.one_mulVec, add_zero, add_zero]
```

## The two bounds

The main proof applies rank-nullity to both problems, bounds the rank of W, and uses subadditivity once for adding W and once for removing it. `omega` then combines the inequalities. Writing the bounds as sums avoids subtraction of natural numbers, which Lean cuts off at zero.

```lean
/-- The separable terms change the degeneracy at `l` by at most the rank of `D - l q`,
upwards or downwards. -/
theorem degeneracy_change_le_rank (H0 : Matrix n n ℂ) (P : Matrix n m ℂ)
    (D q : Matrix m m ℂ) (l : ℂ) :
    Module.finrank ℂ (solutions H0 1 l)
        ≤ Module.finrank ℂ (solutions (hamiltonian H0 P D) (overlap P q) l)
          + (D - l • q).rank ∧
      Module.finrank ℂ (solutions (hamiltonian H0 P D) (overlap P q) l)
        ≤ Module.finrank ℂ (solutions H0 1 l) + (D - l • q).rank := by
  have h1 := finrank_solutions_add_rank H0 1 l
  have h2 := finrank_solutions_add_rank (hamiltonian H0 P D) (overlap P q) l
  rw [secular_split] at h2
  -- the separable term has at most the rank of its strength matrix
  have hW : (P * (D - l • q) * Pᴴ).rank ≤ (D - l • q).rank :=
    (Matrix.rank_mul_le_left _ _).trans (Matrix.rank_mul_le_right _ _)
  generalize P * (D - l • q) * Pᴴ = W at h2 hW
  generalize H0 - l • (1 : Matrix n n ℂ) = A at h1 h2
  -- subadditivity of the rank, for adding the term and for removing it
  have h3 := rank_add_le A W
  have hn := Matrix.rank_mul_le_right (-1 : Matrix n n ℂ) W
  rw [neg_one_mul] at hn
  have h4 := rank_add_le (A + W) (-W)
  rw [add_neg_cancel_right] at h4
  constructor <;> omega
```

Since D − l q has m columns, its rank is at most m.

```lean
/-- If `H0` has a `k`-dimensional eigenspace at `l` and there are `m` projector functions, the
solutions of `(H0 + P D Pᴴ) x = l (1 + P q Pᴴ) x` form a space of dimension between
`k - m` and `k + m`. -/
theorem degeneracy_change_le_card (H0 : Matrix n n ℂ) (P : Matrix n m ℂ)
    (D q : Matrix m m ℂ) (l : ℂ) :
    Module.finrank ℂ (solutions H0 1 l)
        ≤ Module.finrank ℂ (solutions (hamiltonian H0 P D) (overlap P q) l)
          + Fintype.card m ∧
      Module.finrank ℂ (solutions (hamiltonian H0 P D) (overlap P q) l)
        ≤ Module.finrank ℂ (solutions H0 1 l) + Fintype.card m := by
  have h := degeneracy_change_le_rank H0 P D q l
  have hr := Matrix.rank_le_card_width (D - l • q)
  constructor <;> omega
```

If k > m, then d cannot be zero, so a nonzero solution remains at l.

```lean
/-- A level of `H0` whose degeneracy exceeds the number of projector functions remains a level
of the full problem, at the same energy. -/
theorem level_survives (H0 : Matrix n n ℂ) (P : Matrix n m ℂ) (D q : Matrix m m ℂ) (l : ℂ)
    (hk : Fintype.card m < Module.finrank ℂ (solutions H0 1 l)) :
    ∃ x : n → ℂ, x ≠ 0 ∧ hamiltonian H0 P D *ᵥ x = l • (overlap P q *ᵥ x) := by
  have h := (degeneracy_change_le_card H0 P D q l).1
  have hne : solutions (hamiltonian H0 P D) (overlap P q) l ≠ ⊥ := by
    intro h0
    rw [h0, finrank_bot] at h
    omega
  obtain ⟨x, hx, hx0⟩ := Submodule.exists_mem_ne_zero_of_ne_bot hne
  exact ⟨x, hx0, hx⟩
```

The condition k > m cannot be relaxed to k ≥ m. Take n = m = 1, H0 = 0, P = 1, D = 1, q = 0 and l = 0. Then k = m = 1, but the full equation reads x = 0, and the level is gone.

## Both bounds are attained

The next theorem extends this example to any basis size, any l and any q, with as many projectors as basis functions. Its choice of D makes H − l S the unit matrix, so the dimension falls from n to 0.

```lean
/-- The lower bound is attained for every `q`: with `H0 = l`, `P = 1` and `D = 1 + l q`, a level
as degenerate as there are projector functions disappears completely. -/
theorem lower_bound_attained (q : Matrix n n ℂ) (l : ℂ) :
    Module.finrank ℂ (solutions (l • (1 : Matrix n n ℂ)) 1 l) = Fintype.card n ∧
      Module.finrank ℂ (solutions (hamiltonian (l • (1 : Matrix n n ℂ)) 1 (1 + l • q))
        (overlap 1 q) l) = 0 := by
  have h1 := finrank_solutions_add_rank (l • (1 : Matrix n n ℂ)) 1 l
  rw [sub_self, Matrix.rank_zero] at h1
  have h2 := finrank_solutions_add_rank
    (hamiltonian (l • (1 : Matrix n n ℂ)) 1 (1 + l • q)) (overlap 1 q) l
  have e : (l • (1 : Matrix n n ℂ) - l • (1 : Matrix n n ℂ))
      + 1 * (1 + l • q - l • q) * (1 : Matrix n n ℂ)ᴴ = 1 := by
    simp only [Matrix.conjTranspose_one, Matrix.one_mul, Matrix.mul_one]
    abel
  rw [secular_split, e, Matrix.rank_one] at h2
  constructor <;> omega
```

For the upper bound, H0 − l 1 is the unit matrix and the separable term cancels it. Every vector then solves the full problem, and the dimension rises from 0 to n.

```lean
/-- The upper bound is attained for every `q`: with `H0 = l + 1`, `P = 1` and `D = l q - 1`, a
level as degenerate as there are projector functions appears at `l`, where `H0` has none. -/
theorem upper_bound_attained (q : Matrix n n ℂ) (l : ℂ) :
    Module.finrank ℂ (solutions ((l + 1) • (1 : Matrix n n ℂ)) 1 l) = 0 ∧
      Module.finrank ℂ (solutions (hamiltonian ((l + 1) • (1 : Matrix n n ℂ)) 1 (l • q - 1))
        (overlap 1 q) l) = Fintype.card n := by
  have e1 : (l + 1) • (1 : Matrix n n ℂ) - l • (1 : Matrix n n ℂ) = 1 := by
    rw [add_smul, one_smul, add_sub_cancel_left]
  have h1 := finrank_solutions_add_rank ((l + 1) • (1 : Matrix n n ℂ)) 1 l
  rw [e1, Matrix.rank_one] at h1
  have h2 := finrank_solutions_add_rank
    (hamiltonian ((l + 1) • (1 : Matrix n n ℂ)) 1 (l • q - 1)) (overlap 1 q) l
  have e2 : (1 : Matrix n n ℂ) + 1 * (l • q - 1 - l • q) * (1 : Matrix n n ℂ)ᴴ = 0 := by
    simp only [Matrix.conjTranspose_one, Matrix.one_mul, Matrix.mul_one]
    abel
  rw [secular_split, e1, e2, Matrix.rank_zero] at h2
  constructor <;> omega

end SeparableSpectra
```

```lean
#print axioms SeparableSpectra.degeneracy_change_le_rank
#print axioms SeparableSpectra.level_survives
#print axioms SeparableSpectra.lower_bound_attained
#print axioms SeparableSpectra.upper_bound_attained
```

```
'SeparableSpectra.degeneracy_change_le_rank' depends on axioms: [propext, Classical.choice, Quot.sound]
'SeparableSpectra.level_survives' depends on axioms: [propext, Classical.choice, Quot.sound]
'SeparableSpectra.lower_bound_attained' depends on axioms: [propext, Classical.choice, Quot.sound]
'SeparableSpectra.upper_bound_attained' depends on axioms: [propext, Classical.choice, Quot.sound]
```
